# A pair of fermions in two modes obeys the spin algebra and is not a boson

To write a reduced BCS pairing Hamiltonian in terms of spins, one replaces each pair creation operator $c^\dagger_{k\uparrow}c^\dagger_{-k\downarrow}$ by a spin raising operator. The file below proves the algebra that this replacement needs for a single pair of modes, and shows that the pair creator cannot be treated as an exact boson creator.

```lean
import Mathlib

open Matrix

namespace PairPseudospin

noncomputable section

/-- Canonical anticommutation relations for two fermionic modes with annihilators `a` and `b`;
`star` is the adjoint. -/
structure IsCAR {A : Type*} [Ring A] [StarRing A] (a b : A) : Prop where
  aa : a * a = 0
  bb : b * b = 0
  ab : a * b + b * a = 0
  aad : a * star a + star a * a = 1
  bbd : b * star b + star b * b = 1
  abd : a * star b + star b * a = 0

variable {A : Type*} [Ring A] [StarRing A]

/-- The number operator `c† c` of a mode. -/
def number (c : A) : A := star c * c

/-- The pair creation operator `Sp = a† b†`. -/
def pairUp (a b : A) : A := star a * star b

/-- The pair annihilation operator `Sm = b a`. -/
def pairDown (a b : A) : A := b * a

/-- The projector onto states in which the two modes are both full or both empty. -/
def pairedSector (a b : A) : A :=
  number a * number b + (1 - number a) * (1 - number b)

/-- The pseudospin component `Sz = (a† a + b† b - 1) / 2`. -/
def pairZ [Algebra ℂ A] (a b : A) : A := (1 / 2 : ℂ) • (number a + number b - 1)

/-- The adjoint relations: creators anticommute and square to zero, and `b` anticommutes
with `a†`. -/
theorem IsCAR.adjoint {a b : A} (h : IsCAR a b) :
    star a * star a = 0 ∧ star b * star b = 0 ∧
      star b * star a + star a * star b = 0 ∧ b * star a + star a * b = 0 := by
  refine ⟨?_, ?_, ?_, ?_⟩
  · simpa only [star_mul, star_zero] using congrArg star h.aa
  · simpa only [star_mul, star_zero] using congrArg star h.bb
  · simpa only [star_add, star_mul, star_zero] using congrArg star h.ab
  · simpa only [star_add, star_mul, star_star, star_zero] using congrArg star h.abd

/-- `Sp Sm` is the product of the two occupations, and `Sm Sp` is the product of the two
vacancies. -/
theorem pair_products {a b : A} (h : IsCAR a b) :
    pairUp a b * pairDown a b = number a * number b ∧
      pairDown a b * pairUp a b = (1 - number a) * (1 - number b) := by
  obtain ⟨-, -, -, hba⟩ := h.adjoint
  unfold pairUp pairDown number
  constructor
  · linear_combination (norm := noncomm_ring)
      (star a * star b) * h.ab - star a * h.abd * b
  · -- a vacancy is `1 - c† c = c c†`
    rw [← eq_sub_of_add_eq h.aad, ← eq_sub_of_add_eq h.bbd]
    linear_combination (norm := noncomm_ring)
      h.ab * (star a * star b) - a * hba * star b

/-- A square-zero element of a nontrivial complex algebra cannot be a boson creation operator:
no partner `y` satisfies `[y, x] = 1`. -/
theorem not_boson_of_sq_zero {B : Type*} [Ring B] [Algebra ℂ B] [Nontrivial B]
    {x : B} (hx : x * x = 0) (y : B) : y * x - x * y ≠ 1 := by
  intro h
  -- multiply the boson relation by `x` from the left and from the right
  have h2 : x + x = 0 := by
    linear_combination (norm := noncomm_ring) y * hx - hx * y - x * h - h * x
  have h0 : x = 0 := by
    calc x = (1 / 2 : ℂ) • (x + x) := by module
      _ = 0 := by rw [h2, smul_zero]
  simp [h0] at h

/-- `Sz` raises with `Sp`: the commutator `[Sz, Sp]` equals `Sp`. -/
theorem commutator_z_up [Algebra ℂ A] {a b : A} (h : IsCAR a b) :
    pairZ a b * pairUp a b - pairUp a b * pairZ a b = pairUp a b := by
  obtain ⟨ha, hb, hs, hba⟩ := h.adjoint
  -- after creating a pair both modes are full; before it both must be empty
  have h1 : number a * pairUp a b = pairUp a b := by
    unfold number pairUp
    linear_combination (norm := noncomm_ring) star a * h.aad * star b - ha * (a * star b)
  have h2 : number b * pairUp a b = pairUp a b := by
    unfold number pairUp
    linear_combination (norm := noncomm_ring) star b * hba * star b - hs * (b * star b)
      + (star a * star b) * h.bbd - star a * hb * b
  have h3 : pairUp a b * number a = 0 := by
    unfold number pairUp
    linear_combination (norm := noncomm_ring) star a * hs * a - ha * (star b * a)
  have h4 : pairUp a b * number b = 0 := by
    unfold number pairUp
    linear_combination (norm := noncomm_ring) star a * hb * b
  have h5 : (number a + number b - 1) * pairUp a b
      - pairUp a b * (number a + number b - 1) = (2 : ℂ) • pairUp a b := by
    simp only [sub_mul, add_mul, mul_sub, mul_add, h1, h2, h3, h4, one_mul, mul_one]
    module
  unfold pairZ
  rw [smul_mul_assoc, mul_smul_comm, ← smul_sub, h5, smul_smul]
  norm_num

/-- A fermion pair is a pseudospin and not a boson: `[Sz, Sp] = Sp`, `[Sz, Sm] = -Sm`,
`[Sp, Sm] = 2 Sz`, and `Sp` is nonzero with `Sp ^ 2 = 0` and `[Sm, Sp] ≠ 1`. -/
theorem pair_is_pseudospin_not_boson [Algebra ℂ A] [StarModule ℂ A] [Nontrivial A]
    {a b : A} (h : IsCAR a b) :
    pairZ a b * pairUp a b - pairUp a b * pairZ a b = pairUp a b ∧
    pairZ a b * pairDown a b - pairDown a b * pairZ a b = -pairDown a b ∧
    pairUp a b * pairDown a b - pairDown a b * pairUp a b = (2 : ℂ) • pairZ a b ∧
    pairUp a b ≠ 0 ∧ pairUp a b ^ 2 = 0 ∧
    pairDown a b * pairUp a b - pairUp a b * pairDown a b ≠ 1 := by
  obtain ⟨ha, -, hs, -⟩ := h.adjoint
  have hsq : pairUp a b * pairUp a b = 0 := by
    unfold pairUp
    linear_combination (norm := noncomm_ring) star a * hs * star b - ha * (star b * star b)
  refine ⟨commutator_z_up h, ?_, ?_, ?_, by rw [pow_two, hsq], not_boson_of_sq_zero hsq _⟩
  · -- the adjoint of `[Sz, Sp] = Sp`
    have hc : star (1 / 2 : ℂ) = 1 / 2 := by simp
    have hz : star (pairZ a b) = pairZ a b := by
      simp only [pairZ, number, star_smul, hc, star_sub, star_add, star_mul, star_star,
        star_one]
    have hu : star (pairUp a b) = pairDown a b := by
      simp only [pairUp, pairDown, star_mul, star_star]
    have key := congrArg star (commutator_z_up h)
    simp only [star_sub, star_mul, hz, hu] at key
    rw [← neg_sub, key]
  · have hz : (2 : ℂ) • pairZ a b = number a + number b - 1 := by
      unfold pairZ
      rw [smul_smul]
      norm_num
    rw [hz, (pair_products h).1, (pair_products h).2]
    noncomm_ring
  · -- if `a† b†` vanished, so would `b†`
    intro h0
    unfold pairUp at h0
    have hb0 : star b = 0 := by
      linear_combination (norm := noncomm_ring)
        a * h0 + star a * h.abd - h0 * a - h.aad * star b
    have h1 := h.bbd
    simp [hb0] at h1

/-- The Casimir operator `Sz² + (Sp Sm + Sm Sp) / 2` is `3/4 = s (s + 1)` with `s = 1/2` times
the operator `pairedSector`, which is idempotent. -/
theorem casimir_spin_half [Algebra ℂ A] {a b : A} (h : IsCAR a b) :
    pairZ a b * pairZ a b
        + (1 / 2 : ℂ) • (pairUp a b * pairDown a b + pairDown a b * pairUp a b)
      = (3 / 4 : ℂ) • pairedSector a b ∧
    pairedSector a b * pairedSector a b = pairedSector a b := by
  obtain ⟨-, -, hs, hba⟩ := h.adjoint
  -- the occupations are commuting projectors
  have hn : number a * number a = number a := by
    unfold number
    linear_combination (norm := noncomm_ring) star a * h.aad * a - (star a * star a) * h.aa
  have hm : number b * number b = number b := by
    unfold number
    linear_combination (norm := noncomm_ring) star b * h.bbd * b - (star b * star b) * h.bb
  have hc : number b * number a = number a * number b := by
    unfold number
    linear_combination (norm := noncomm_ring) (star a * star b) * h.ab - star a * h.abd * b
      - hs * (b * a) + star b * hba * a
  rw [(pair_products h).1, (pair_products h).2]
  unfold pairZ pairedSector
  generalize number a = n at *
  generalize number b = m at *
  have hn' : ∀ x, n * (n * x) = n * x := fun x => by rw [← mul_assoc, hn]

  have hc' : ∀ x, m * (n * x) = n * (m * x) := fun x => by
    rw [← mul_assoc, hc, mul_assoc]
  constructor
  · have hq : (n + m - 1) * (n + m - 1) = n * m + (1 - n) * (1 - m) := by
      simp only [mul_add, add_mul, mul_sub, sub_mul, one_mul, mul_one, hn, hm, hc]
      abel
    rw [smul_mul_assoc, mul_smul_comm, hq]
    module
  · simp only [mul_add, add_mul, mul_sub, sub_mul, one_mul, mul_one, mul_assoc,
      hn, hm, hc, hn', hc']
    abel

/-- Annihilator of the first mode on the four occupation states `00, 01, 10, 11`. -/
def modeA : Matrix (Fin 4) (Fin 4) ℂ :=
  !![0, 0, 1, 0; 0, 0, 0, 1; 0, 0, 0, 0; 0, 0, 0, 0]

/-- Annihilator of the second mode, with the Jordan-Wigner sign. -/
def modeB : Matrix (Fin 4) (Fin 4) ℂ :=
  !![0, 1, 0, 0; 0, 0, 0, 0; 0, 0, 0, -1; 0, 0, 0, 0]

/-- The explicit matrices `modeA` and `modeB` satisfy the canonical anticommutation
relations. -/
theorem isCAR_witness : IsCAR modeA modeB := by
  -- the two creation operators as explicit matrices
  have hA : star modeA = !![0, 0, 0, 0; 0, 0, 0, 0; 1, 0, 0, 0; 0, 1, 0, 0] := by
    ext i j
    fin_cases i <;> fin_cases j <;>
      simp [modeA]
  have hB : star modeB = !![0, 0, 0, 0; 1, 0, 0, 0; 0, 0, 0, 0; 0, 0, -1, 0] := by
    ext i j
    fin_cases i <;> fin_cases j <;>
      simp [modeB]
  constructor <;> (try simp only [hA, hB]) <;> ext i j <;> fin_cases i <;> fin_cases j <;>
    simp [modeA, modeB, Matrix.mul_apply, Fin.sum_univ_four]

end

end PairPseudospin
```

```lean
#print axioms PairPseudospin.pair_is_pseudospin_not_boson
-- 'PairPseudospin.pair_is_pseudospin_not_boson' depends on axioms: [propext, Classical.choice, Quot.sound]
#print axioms PairPseudospin.casimir_spin_half
-- 'PairPseudospin.casimir_spin_half' depends on axioms: [propext, Classical.choice, Quot.sound]
```

## Two modes and three pair operators

Let $a$ and $b$ annihilate a fermion in two different modes, for instance $a=c_{k\uparrow}$ and $b=c_{-k\downarrow}$. Write $n_a=a^\dagger a$ and $n_b=b^\dagger b$ for the occupations, and define

$$S_+=a^\dagger b^\dagger,\qquad S_-=ba,\qquad S_z=\tfrac12(n_a+n_b-1).$$

In the file these are `pairUp`, `pairDown` and `pairZ`, `number c` is $c^\dagger c$, and `star` is the adjoint. The order $ba$ makes $S_-$ the adjoint of $S_+$; with $ab$ instead, the sign of $[S_+,S_-]$ would change. The value of $S_z$ is $+\tfrac12$ when both modes are full and $-\tfrac12$ when both are empty.

The theorem `pair_is_pseudospin_not_boson` states that

$$[S_z,S_+]=S_+,\qquad [S_z,S_-]=-S_-,\qquad [S_+,S_-]=2S_z,$$

and that $S_+\neq0$, $S_+^2=0$ and $[S_-,S_+]\neq1$. The first three are the commutation relations of angular momentum with $\hbar=1$. The last three separate the pair from a boson, whose creator could be applied any number of times.

The hypothesis `IsCAR a b` holds six relations:

$$a^2=b^2=0,\quad ab+ba=0,\quad aa^\dagger+a^\dagger a=bb^\dagger+b^\dagger b=1,\quad ab^\dagger+b^\dagger a=0.$$

They stand for Pauli exclusion within each mode and for the antisymmetry of fermion states between modes. The operators live in an arbitrary ring `A` with an adjoint and complex scalars, so neither a Hilbert space nor a finite dimension is assumed. `StarModule ℂ A` says that the adjoint conjugates scalars. `Nontrivial A` says that $1\neq0$, which the statements $S_+\neq0$ and $[S_-,S_+]\neq1$ require.

The result concerns one pair of modes and contains no Hamiltonian. A collective creator, summed over several pairs of modes, need not square to zero, so the theorem does not decide how nearly bosonic such a sum can be.

## The commutator of the two ladder operators

Taking adjoints of the six relations gives four more, collected in `IsCAR.adjoint`:

$$(a^\dagger)^2=(b^\dagger)^2=0,\qquad b^\dagger a^\dagger+a^\dagger b^\dagger=0,\qquad ba^\dagger+a^\dagger b=0.$$

Two exchanges of neighbouring operators then reorder each product of ladder operators:

$$S_+S_-=a^\dagger b^\dagger ba=-a^\dagger b^\dagger ab=a^\dagger a\,b^\dagger b=n_an_b,$$

$$S_-S_+=baa^\dagger b^\dagger=-aba^\dagger b^\dagger=aa^\dagger\,bb^\dagger=(1-n_a)(1-n_b).$$

This is `pair_products`. A pair can be removed only if both modes are full, and added only if both are empty. Subtracting,

$$[S_+,S_-]=n_an_b-(1-n_a-n_b+n_an_b)=n_a+n_b-1=2S_z.$$

The Lean proofs record such reorderings with `linear_combination`. Each term names a relation and the operators that multiply it from the left and right, and `noncomm_ring` checks that the combination accounts for the whole difference without ever commuting two operators. For example, `star a * h.abd * b` uses $ab^\dagger+b^\dagger a=0$ between $a^\dagger$ and $b$.

## Raising and lowering

For $[S_z,S_+]$, the theorem `commutator_z_up` computes four products, named `h1` to `h4`:

$$n_aS_+=a^\dagger(aa^\dagger)b^\dagger=a^\dagger(1-a^\dagger a)b^\dagger=S_+,$$

$$n_bS_+=b^\dagger ba^\dagger b^\dagger=-b^\dagger a^\dagger bb^\dagger=a^\dagger b^\dagger(1-b^\dagger b)=S_+,$$

$$S_+n_a=a^\dagger b^\dagger a^\dagger a=-(a^\dagger)^2b^\dagger a=0,\qquad S_+n_b=a^\dagger(b^\dagger)^2b=0.$$

Both modes are full after the pair has been created, and both must be empty before. The constant $-1$ commutes with everything, so $[n_a+n_b-1,S_+]=2S_+$, and half of this is $[S_z,S_+]=S_+$.

The relation for $S_-$ needs no new reordering. Since $S_z^\dagger=S_z$ and $S_+^\dagger=S_-$, the adjoint of $[S_z,S_+]=S_+$ is $[S_-,S_z]=S_-$, which is $[S_z,S_-]=-S_-$. The main theorem does the same by applying `star` to both sides of `commutator_z_up`.

## Why the pair is not a boson

Creating the same pair twice gives zero:

$$S_+^2=a^\dagger b^\dagger a^\dagger b^\dagger=-(a^\dagger)^2(b^\dagger)^2=0.$$

This would say little if $S_+$ itself were zero. Suppose that $a^\dagger b^\dagger=0$. Then

$$b^\dagger=(aa^\dagger+a^\dagger a)b^\dagger=a(a^\dagger b^\dagger)-(a^\dagger b^\dagger)a=0,$$

where the second term uses $ab^\dagger=-b^\dagger a$. With $b^\dagger=0$, the relation $bb^\dagger+b^\dagger b=1$ becomes $0=1$, a contradiction.

The lemma `not_boson_of_sq_zero` excludes the boson relation for any element $x$ with $x^2=0$, whatever partner $y$ is proposed. Suppose that $yx-xy=1$. Multiplication by $x$ from the left gives $xyx=x$, and from the right it gives $-xyx=x$. Adding the two yields $2x=0$, hence $x=0$, and the assumed relation again reads $0=1$. With $x=S_+$ and $y=S_-$ this is the last claim of the main theorem.

The commutator that takes the place of the boson relation is $[S_-,S_+]=1-n_a-n_b$. It acts as $1$ on the empty state, as the boson commutator would, as $0$ on the singly occupied states, and as $-1$ on the full one.

## Spin one half on the paired states

The size of the pseudospin follows from the Casimir operator $S_z^2+\tfrac12(S_+S_-+S_-S_+)$, which equals $s(s+1)$ on states of spin $s$. Define

$$P=n_an_b+(1-n_a)(1-n_b),$$

called `pairedSector` in the file. It is $1$ when the modes are both full or both empty, and $0$ when exactly one is occupied.

The occupations are idempotent, since $n_a^2=a^\dagger(1-a^\dagger a)a=n_a$ and likewise for $b$. They also commute:

$$n_bn_a=b^\dagger ba^\dagger a=-b^\dagger a^\dagger ba=a^\dagger b^\dagger ba=n_an_b.$$

Therefore

$$(n_a+n_b-1)^2=1-n_a-n_b+2n_an_b=P,$$

so $S_z^2=\tfrac14P$. The products found earlier give $\tfrac12(S_+S_-+S_-S_+)=\tfrac12P$, and the Casimir operator is $\tfrac34P$. Because $n_a(1-n_a)=0$ and $n_b(1-n_b)=0$, the cross terms in $P^2$ vanish and $P^2=P$. These are the two claims of `casimir_spin_half`. Its proof first derives the properties of the occupations, then uses `generalize` to replace them by plain symbols `n` and `m`, so that only commuting idempotents remain to be expanded.

The pseudospin is thus one half on paired states, where $\tfrac34=\tfrac12(\tfrac12+1)$, and zero on singly occupied ones. For a model restricted to paired states, each pair of modes can therefore be stored as one two-level system.

## A BCS-like state in numbers

The matrices `modeA` and `modeB` realise the two modes on the occupation states $|00\rangle,|01\rangle,|10\rangle,|11\rangle$, with the occupation of $a$ written first. The minus sign in `modeB` is the Jordan–Wigner sign, which makes the two modes anticommute. `isCAR_witness` checks the six relations entry by entry, so the hypothesis `IsCAR` describes at least one actual system.

In this basis $S_+|00\rangle=a^\dagger|01\rangle=|11\rangle$, and $S_+$ annihilates the other three states. Also $S_z=\mathrm{diag}(-\tfrac12,0,0,\tfrac12)$. Take the normalised state

$$|\psi\rangle=0.8\,|00\rangle+0.6\,|11\rangle,$$

which has the BCS form with $u=0.8$ and $v=0.6$. With $S_x=\tfrac12(S_++S_-)$ and $S_y=\tfrac1{2i}(S_+-S_-)$,

$$\langle S_z\rangle=\tfrac12(0.36-0.64)=-0.14,\qquad \langle S_x\rangle=0.6\times0.8=0.48,\qquad \langle S_y\rangle=0.$$

The squared length of this vector is $0.0196+0.2304=0.25$, so the pseudospin has length $\tfrac12$ and is tilted away from the $z$ axis by the pairing amplitude $uv=0.48$. In the same state $\langle[S_-,S_+]\rangle=-2\langle S_z\rangle=0.28$, whereas a boson would give $1$ in every normalised state.
